# Static electric fluctuations between two perfectly screening sheets give the free energy $-\zeta(3)T/(16\pi D^2)$ per area

In this calculation a pair of metal sheets is described by a single number, which measures how they reflect a static electric potential. Two parallel sheets at distance $D$ reflect a static electric potential of in-plane wavenumber $q$ with coefficients $r_1$ and $r_2$, and only the product $R = r_1 r_2$ matters. We take $R$ to be the same at every $q$, and a pair of perfect metals has $R = 1$.

The physical reason for this value is screening. The factor $e^{-2qD}$ below restricts the important wavenumbers to roughly $q \lesssim 1/D$, so distant sheets probe each other only at long wavelengths, where a metal screens a static potential completely. This step from a real metal at large separation to $R = 1$ is a physical argument that the Lean theorems take as their starting point.

## The energy as a sum over round trips

Let $T$ be the thermal energy, that is, Boltzmann's constant times the temperature. In the electric part of the classical, zero-frequency term each in-plane wavevector contributes $\tfrac{T}{2}\ln(1 - R e^{-2qD})$ to the free energy. The number of wavevectors per area with magnitude between $q$ and $q + dq$ is $q\,dq/(2\pi)$, so this part of the free energy per area is

$$E(D) = \frac{T}{4\pi}\int_0^\infty q \ln\left(1 - R e^{-2qD}\right) dq .$$

The claim is that for $D > 0$ and $R = 1$

$$E(D) = -\frac{\zeta(3)\,T}{16\pi D^2}, \qquad \zeta(3) = \sum_{n=0}^\infty \frac{1}{(n+1)^3} .$$

Let $|R| \le 1$. For $q > 0$ the number $x = R e^{-2qD}$ satisfies $|x| < 1$, and the logarithm has the expansion $\ln(1-x) = -\sum_{n\ge 0} x^{n+1}/(n+1)$. Hence

$$q\ln\left(1 - R e^{-2qD}\right) = -\sum_{n=0}^\infty F_n(q), \qquad F_n(q) = \frac{R^{n+1}}{n+1}\, q\, e^{-2D(n+1)q} .$$

The term $F_n$ belongs to $n+1$ round trips of the potential between the sheets. Its integral follows from an integration by parts, valid for $a > 0$:

$$\int_0^\infty q e^{-aq}\,dq = \left[-\frac{q e^{-aq}}{a}\right]_0^\infty + \frac{1}{a}\int_0^\infty e^{-aq}\,dq = \frac{1}{a^2} .$$

With $a = 2D(n+1)$ this gives

$$\int_0^\infty F_n(q)\,dq = \frac{R^{n+1}}{n+1}\cdot\frac{1}{4D^2(n+1)^2} = \frac{1}{4D^2}\,\frac{R^{n+1}}{(n+1)^3} .$$

Sum and integral may be exchanged if the integrals of $|F_n|$ have a finite sum. They are the same expressions with $|R|$ in place of $R$, and since $|R| \le 1$ their sum is at most $\zeta(3)/(4D^2)$. Therefore

$$E(D) = \frac{T}{4\pi}\left(-\frac{1}{4D^2}\sum_{n=0}^\infty \frac{R^{n+1}}{(n+1)^3}\right) = -\frac{T}{16\pi D^2}\sum_{n=0}^\infty \frac{R^{n+1}}{(n+1)^3} .$$

Setting $R = 1$ turns the sum into $\zeta(3)$. Differentiating then gives

$$\frac{dE}{dD} = \frac{\zeta(3)\,T}{8\pi D^3} .$$

For $T > 0$ the energy rises with distance, so the sheets attract each other.

In simulation practice, a sum of $-C_6/r^6$ terms with fixed $C_6 > 0$ over the atoms of two extended thin sheets decays as $D^{-4}$, and so misses the $D^{-2}$ tail of this idealised static model with perfect screening.

## The energy and the constant $\zeta(3)$ in Lean

```lean
import Mathlib

open MeasureTheory Set Filter Topology

namespace ThermalMetalSheets

noncomputable section
```

The definition below transcribes the integral for $E(D)$. The real numbers `T`, `D` and `R` are the thermal energy, the distance and the reflection product, and `Ioi (0 : ℝ)` is the range $q > 0$.

```lean
/-- Static electric part of the free energy per area of two sheets at distance `D` and thermal
energy `T`, where `R` is the product of their static reflection coefficients, the same at every
in-plane wavenumber `q`. -/
def thermalEnergy (T D R : ℝ) : ℝ :=
  T / (4 * Real.pi) * ∫ q in Ioi (0 : ℝ), q * Real.log (1 - R * Real.exp (-2 * q * D))
```

Because `R` is a number and not a function of $q$, reflection that weakens at short wavelengths is not covered. The definition also leaves out the terms at non-zero frequency and any contribution from magnetic modes, and it treats the sheets as infinite, flat and parallel.

The constant $\zeta(3)$ is defined as a real series, with the index starting at zero as in the derivation.

```lean
/-- The real number `ζ(3)`, as the sum of the inverse cubes. -/
def zetaThree : ℝ := ∑' n : ℕ, 1 / ((n : ℝ) + 1) ^ 3
```

Mathlib's zeta function is complex-valued. The next theorem identifies the two by comparing their series term by term; the only work is to turn a complex power with exponent 3 into an ordinary cube.

```lean
/-- The sum of the inverse cubes is the value of the Riemann zeta function at 3. -/
theorem zetaThree_eq : (zetaThree : ℂ) = riemannZeta 3 := by
  rw [zeta_eq_tsum_one_div_nat_add_one_cpow (by norm_num), zetaThree, Complex.ofReal_tsum]
  refine tsum_congr fun n => ?_
  have h : ((n : ℂ) + 1) ^ (3 : ℂ) = ((n : ℂ) + 1) ^ (3 : ℕ) := by
    rw [← Complex.cpow_natCast]
    norm_num
  rw [h]
  simp
```

Convergence follows from the known convergence of $\sum 1/n^3$, shifted by one place.

```lean
/-- The series of inverse cubes converges. -/
lemma summable_cubes : Summable fun n : ℕ => 1 / ((n : ℝ) + 1) ^ 3 := by
  have h := (summable_nat_add_iff (f := fun n : ℕ => 1 / (n : ℝ) ^ 3) 1).2
    (Real.summable_one_div_nat_pow.2 (by norm_num))
  simpa only [Nat.cast_add, Nat.cast_one] using h
```

## The integral for a single exponential

The value $1/a^2$ was found above by parts. Lean takes it from Mathlib's Gamma integral instead, with exponent $2 - 1 = 1$ and $\Gamma(2) = 1$.

```lean
/-- For `a > 0`, the integral of `q exp(-a q)` over all wavenumbers `q > 0` is `1 / a²`. -/
theorem mode_integral {a : ℝ} (ha : 0 < a) :
    ∫ q in Ioi (0 : ℝ), q * Real.exp (-(a * q)) = 1 / a ^ 2 := by
  have h := Real.integral_rpow_mul_exp_neg_mul_Ioi (a := 2) (r := a) (by norm_num) ha
  have e : (2 : ℝ) - 1 = 1 := by norm_num
  rw [e, Real.Gamma_two] at h
  simp only [Real.rpow_one, mul_one] at h
  rw [h, Real.rpow_two, one_div_pow]
```

The exchange of sum and integral also needs each term to be integrable. Lean assigns the value zero to the integral of a non-integrable function, so an integral already known to equal $1/a^2 \neq 0$ must belong to an integrable one.

```lean
/-- For `a > 0`, the function `q exp(-a q)` is integrable over `q > 0`. -/
lemma mode_integrable {a : ℝ} (ha : 0 < a) :
    IntegrableOn (fun q : ℝ => q * Real.exp (-(a * q))) (Ioi 0) := by
  by_contra h
  have hpos : 1 / a ^ 2 ≠ 0 := by positivity
  exact hpos ((mode_integral ha).symm.trans (integral_undef h))
```

## Exchanging the sum and the integral

The central theorem evaluates the wavenumber integral for every `D > 0` and every constant `R` with `|R| ≤ 1`. Its proof follows the derivation closely:

- `F n` is $F_n$, `hint` gives its integrability and `hval` its integral.
- `hnorm` computes the integral of $|F_n|$, where `|R|` replaces `R`.
- `hS` removes the common factor $1/(4D^2)$ from these integrals and bounds what remains by the inverse cubes, and `key` then permits the exchange.
- `hlog` expands the logarithm at each $q > 0$. Inside it, `hx` is the condition $|R e^{-2qD}| < 1$, and `hterm` matches each term of the logarithmic series with `F n q`.

```lean
/-- For `D > 0` and a reflection product `R` with `|R| ≤ 1`, the wavenumber integral is a sum
over round trips between the sheets. -/
theorem round_trip_sum {D R : ℝ} (hD : 0 < D) (hR : |R| ≤ 1) :
    ∫ q in Ioi (0 : ℝ), q * Real.log (1 - R * Real.exp (-2 * q * D)) =
      -(∑' n : ℕ, R ^ (n + 1) / ((n : ℝ) + 1) ^ 3) / (4 * D ^ 2) := by
  -- `-F n` is the contribution of `n + 1` round trips to the integrand
  obtain ⟨F, hF⟩ : ∃ F : ℕ → ℝ → ℝ, ∀ n q, F n q =
      R ^ (n + 1) / ((n : ℝ) + 1) * (q * Real.exp (-(2 * D * ((n : ℝ) + 1) * q))) :=
    ⟨_, fun _ _ => rfl⟩
  have ha : ∀ n : ℕ, 0 < 2 * D * ((n : ℝ) + 1) := fun n => by positivity
  have alg : ∀ x m : ℝ, x / m * (1 / (2 * D * m) ^ 2) = x / m ^ 3 / (4 * D ^ 2) := by
    intro x m
    ring
  have hint : ∀ n, Integrable (F n) (volume.restrict (Ioi 0)) := fun n => by
    rw [funext (hF n)]
    exact Integrable.const_mul (mode_integrable (ha n)) _
  have hval : ∀ n, ∫ q in Ioi (0 : ℝ), F n q =
      R ^ (n + 1) / ((n : ℝ) + 1) ^ 3 / (4 * D ^ 2) := fun n => by
    simp only [hF]
    rw [integral_const_mul, mode_integral (ha n), alg]
  have hnorm : ∀ n, ∫ q in Ioi (0 : ℝ), ‖F n q‖ =
      |R| ^ (n + 1) / ((n : ℝ) + 1) ^ 3 / (4 * D ^ 2) := fun n => by
    have h : ∫ q in Ioi (0 : ℝ), ‖F n q‖ = ∫ q in Ioi (0 : ℝ),
        |R| ^ (n + 1) / ((n : ℝ) + 1) * (q * Real.exp (-(2 * D * ((n : ℝ) + 1) * q))) := by
      refine setIntegral_congr_fun measurableSet_Ioi fun q hq => ?_
      have hq' : 0 < q := hq
      have hn : (0 : ℝ) < (n : ℝ) + 1 := by positivity
      simp only [hF, norm_mul, norm_div, norm_pow, Real.norm_eq_abs, Real.abs_exp,
        abs_of_pos hq', abs_of_pos hn]
    rw [h, integral_const_mul, mode_integral (ha n), alg]
  -- the round trips are absolutely summable, so sum and integral may be exchanged
  have hS : Summable fun n => ∫ q in Ioi (0 : ℝ), ‖F n q‖ := by
    simp only [hnorm]
    apply Summable.div_const
    refine Summable.of_nonneg_of_le (fun n => by positivity) (fun n => ?_) summable_cubes
    gcongr
    exact pow_le_one₀ (abs_nonneg R) hR
  have key := hasSum_integral_of_summable_integral_norm hint hS
  -- expand the logarithm at each wavenumber
  have hlog : ∫ q in Ioi (0 : ℝ), q * Real.log (1 - R * Real.exp (-2 * q * D)) =
      ∫ q in Ioi (0 : ℝ), -(∑' n, F n q) := by
    refine setIntegral_congr_fun measurableSet_Ioi fun q hq => ?_
    have hq' : 0 < q := hq
    have he : Real.exp (-2 * q * D) < 1 :=
      Real.exp_lt_one_iff.2 (by nlinarith [mul_pos hq' hD])
    have hx : |R * Real.exp (-2 * q * D)| < 1 := by
      rw [abs_mul, Real.abs_exp]
      nlinarith [mul_le_mul_of_nonneg_right hR (Real.exp_pos (-2 * q * D)).le]
    have h := (Real.hasSum_pow_div_log_of_abs_lt_one hx).mul_left q
    have hterm : ∀ n : ℕ,
        q * ((R * Real.exp (-2 * q * D)) ^ (n + 1) / ((n : ℝ) + 1)) = F n q := by
      intro n
      rw [hF, mul_pow, ← Real.exp_nat_mul,
        show ((n + 1 : ℕ) : ℝ) * (-2 * q * D) = -(2 * D * ((n : ℝ) + 1) * q) by
          push_cast; ring]
      ring
    simp only [hterm] at h
    show q * Real.log (1 - R * Real.exp (-2 * q * D)) = -(∑' n, F n q)
    rw [h.tsum_eq]
    ring
  rw [hlog, integral_neg, ← key.tsum_eq]
  simp only [hval]
  rw [tsum_div_const, neg_div]
```

At $R = 1$ the condition `hx` still holds for every $q > 0$, although the logarithm diverges as $q \to 0$. The endpoint itself does not belong to the range of integration.

Multiplication by $T/(4\pi)$ gives the energy. Within this model, a constant reflection product changes the prefactor and leaves the power $D^{-2}$ as it is.

```lean
/-- For `D > 0` and `|R| ≤ 1`, the static electric part of the free energy per area, with the same
reflection product `R` at every wavenumber, is `-T / (16 π D²)` times the sum of `Rⁿ / n³` over
`n ≥ 1`. -/
theorem constant_reflection_energy (T : ℝ) {D R : ℝ} (hD : 0 < D) (hR : |R| ≤ 1) :
    thermalEnergy T D R =
      -(T / (16 * Real.pi * D ^ 2)) * ∑' n : ℕ, R ^ (n + 1) / ((n : ℝ) + 1) ^ 3 := by
  rw [thermalEnergy, round_trip_sum hD hR]
  ring
```

## Perfect screening

For $R = 1$ the integral equals $-\zeta(3)/(4D^2)$, which is not zero because $\zeta(3)$ is a sum of positive terms. The argument used for the single exponential therefore shows that the full integrand is integrable too, so the energy comes from a convergent integral.

```lean
/-- For `D > 0` the wavenumber integral for two perfect metals converges absolutely. -/
theorem perfect_metal_integrable {D : ℝ} (hD : 0 < D) :
    IntegrableOn (fun q : ℝ => q * Real.log (1 - 1 * Real.exp (-2 * q * D))) (Ioi 0) := by
  by_contra h
  have hz : 0 < zetaThree :=
    summable_cubes.tsum_pos (fun n => by positivity) 0 (by norm_num)
  have hpos : 0 < zetaThree / (4 * D ^ 2) := by positivity
  -- a divergent integral would have the value zero in Lean
  have h0 := (round_trip_sum (R := 1) hD (by simp)).symm.trans (integral_undef h)
  simp only [one_pow] at h0
  rw [← zetaThree, neg_div] at h0
  linarith
```

The main result now follows by setting every power of $R$ to one. Its only hypothesis is `0 < D`. The thermal energy `T` may be any real number, since it is merely a prefactor, and the physical case is $T > 0$.

```lean
/-- For two sheets that screen a static potential perfectly (`R = 1`), at distance `D > 0`, the
static electric part of the free energy per area is `-ζ(3) T / (16 π D²)`. -/
theorem perfect_metal_energy (T : ℝ) {D : ℝ} (hD : 0 < D) :
    thermalEnergy T D 1 = -(zetaThree * T) / (16 * Real.pi * D ^ 2) := by
  rw [constant_reflection_energy T hD (by simp)]
  simp only [one_pow]
  rw [← zetaThree]
  ring
```

The last theorem concerns the slope of the energy. `HasDerivAt` states that the derivative at `D` exists and has the given value; the force per area that acts to increase the distance is minus this slope. The closed formula holds at all positive distances, hence throughout a neighbourhood of `D`, and this allows the proof to differentiate the formula in place of the integral. The quotient rule and a comparison of fractions complete the calculation.

```lean
/-- The static electric part of the free energy per area of two sheets that screen a static
potential perfectly (`R = 1`), at distance `D > 0`, has the slope `ζ(3) T / (8 π D³)` in the
distance. -/
theorem perfect_metal_force (T : ℝ) {D : ℝ} (hD : 0 < D) :
    HasDerivAt (fun x => thermalEnergy T x 1)
      (zetaThree * T / (8 * Real.pi * D ^ 3)) D := by
  have d : HasDerivAt (fun x : ℝ => 16 * Real.pi * x ^ 2) (16 * Real.pi * (2 * D)) D :=
    ((hasDerivAt_pow 2 D).const_mul (16 * Real.pi)).congr_deriv (by norm_num)
  have h := (hasDerivAt_const D (-(zetaThree * T))).fun_div d (by positivity)
  refine (h.congr_of_eventuallyEq ?_).congr_deriv ?_
  · filter_upwards [Ioi_mem_nhds hD] with x hx
    exact perfect_metal_energy T hx
  · rw [div_eq_div_iff (by positivity) (by positivity)]
    ring

end

end ThermalMetalSheets
```

```lean
#print axioms ThermalMetalSheets.zetaThree_eq
-- 'ThermalMetalSheets.zetaThree_eq' depends on axioms: [propext, Classical.choice, Quot.sound]
#print axioms ThermalMetalSheets.perfect_metal_integrable
-- 'ThermalMetalSheets.perfect_metal_integrable' depends on axioms: [propext, Classical.choice, Quot.sound]
#print axioms ThermalMetalSheets.perfect_metal_energy
-- 'ThermalMetalSheets.perfect_metal_energy' depends on axioms: [propext, Classical.choice, Quot.sound]
#print axioms ThermalMetalSheets.perfect_metal_force
-- 'ThermalMetalSheets.perfect_metal_force' depends on axioms: [propext, Classical.choice, Quot.sound]
```
